# The trace of the Wigner–Smith matrix is the sum of the proper delay times

Let S(E) be a finite scattering matrix, unitary at every real energy and differentiable entry by entry at the energy E considered, and let Q = −i S†S′ be its Wigner–Smith delay matrix, in units with ħ = 1. The theorem `trace_delayMatrix` states that Q is Hermitian at E, and that its trace equals both −i (det S)′/det S and the sum of its real eigenvalues, the proper delay times. The attempt takes the Hermiticity from an earlier lemma and the sum of eigenvalues from a Mathlib theorem. For the determinant it uses the formula (det S)′ = i (tr Q) det S, proved just before, and divides by det S, which is nonzero because S is unitary.

This version doesn't compile in Lean 4 with Mathlib:

```lean
import Mathlib

open Complex Matrix

namespace ScatteringDelay

noncomputable section

variable {n : Type*} [Fintype n] [DecidableEq n]

/-- The matrix family `S` has the energy derivative `D` at energy `E`, entry by entry. -/
def HasEntryDeriv {n : Type*} (S : ℝ → Matrix n n ℂ) (D : Matrix n n ℂ) (E : ℝ) : Prop :=
  ∀ i j, HasDerivAt (fun x => S x i j) (D i j) E

/-- The Wigner-Smith delay matrix `Q = -i S† S'`, in units with `ħ = 1`; the argument `D` is
the energy derivative `S'`. -/
def delayMatrix {n : Type*} [Fintype n] (S D : Matrix n n ℂ) : Matrix n n ℂ :=
  (-I) • (Sᴴ * D)

/-- Jacobi's formula: the derivative of `det S` is the trace of the adjugate of `S` times `S'`. -/
theorem hasDerivAt_det {S : ℝ → Matrix n n ℂ} {D : Matrix n n ℂ} {E : ℝ}
    (h : HasEntryDeriv S D E) :
    HasDerivAt (fun x => (S x).det) ((S E).adjugate * D).trace E := by
  -- each diagonal entry is a determinant with one column replaced by its derivative
  have hc : ∀ i, ((S E).adjugate * D) i i
      = ((S E).updateCol i (fun k => D k i)).det := by
    intro i
    rw [← Matrix.cramer_apply, Matrix.cramer_eq_adjugate_mulVec]
    rfl
  have key : ((S E).adjugate * D).trace
      = ∑ σ : Equiv.Perm n, ((Equiv.Perm.sign σ : ℤ) : ℂ) *
          ∑ i, (∏ j ∈ Finset.univ.erase i, S E (σ j) j) • D (σ i) i := by
    simp only [Matrix.trace, Matrix.diag_apply, hc, Matrix.det_apply', Finset.mul_sum]
    rw [Finset.sum_comm]
    refine Finset.sum_congr rfl fun σ _ => Finset.sum_congr rfl fun i _ => ?_
    have hp : ∏ j ∈ Finset.univ.erase i, (S E).updateCol i (fun k => D k i) (σ j) j
        = ∏ j ∈ Finset.univ.erase i, S E (σ j) j :=
      Finset.prod_congr rfl fun j hj => by
        rw [Matrix.updateCol_ne (Finset.ne_of_mem_erase hj)]
    rw [← Finset.mul_prod_erase Finset.univ _ (Finset.mem_univ i), hp,
      Matrix.updateCol_self, smul_eq_mul]
    ring
  -- the product rule in the permutation expansion
  have hprod : ∀ σ : Equiv.Perm n, HasDerivAt (fun x => ∏ i, S x (σ i) i)
      (∑ i, (∏ j ∈ Finset.univ.erase i, S E (σ j) j) • D (σ i) i) E :=
    fun σ => HasDerivAt.fun_finsetProd fun i _ => h (σ i) i
  rw [key]
  simp only [Matrix.det_apply']
  exact HasDerivAt.fun_sum fun σ _ => (hprod σ).const_mul _

/-- The delay matrix of a differentiable unitary family is Hermitian. -/
theorem delayMatrix_isHermitian {S : ℝ → Matrix n n ℂ} {D : Matrix n n ℂ} {E : ℝ}
    (hS : ∀ x, S x ∈ Matrix.unitaryGroup n ℂ) (h : HasEntryDeriv S D E) :
    (delayMatrix (S E) D).IsHermitian := by
  have hu : ∀ x, (S x)ᴴ * S x = 1 := fun x => Matrix.mem_unitaryGroup_iff'.mp (hS x)
  -- differentiate flux conservation `S† S = 1`
  have hz : Dᴴ * S E + (S E)ᴴ * D = 0 := by
    ext i j
    have h1 : HasDerivAt (fun x => ((S x)ᴴ * S x) i j)
        ((Dᴴ * S E + (S E)ᴴ * D) i j) E := by
      simp only [Matrix.add_apply, Matrix.mul_apply, Matrix.conjTranspose_apply,
        ← Finset.sum_add_distrib]
      exact HasDerivAt.fun_sum fun k _ => (h k i).star.fun_mul (h k j)
    simp only [hu] at h1
    exact h1.unique (hasDerivAt_const E _)
  unfold delayMatrix Matrix.IsHermitian
  rw [Matrix.conjTranspose_smul, Matrix.conjTranspose_mul, Matrix.conjTranspose_conjTranspose,
    eq_neg_of_add_eq_zero_left hz]
  simp

/-- For a scattering matrix that is unitary at `E`, the determinant obeys
`(det S)' = i (tr Q) det S` there. -/
theorem hasDerivAt_det_of_unitary {S : ℝ → Matrix n n ℂ} {D : Matrix n n ℂ} {E : ℝ}
    (hS : S E ∈ Matrix.unitaryGroup n ℂ) (h : HasEntryDeriv S D E) :
    HasDerivAt (fun x => (S x).det) (I * (delayMatrix (S E) D).trace * (S E).det) E := by
  have hu : (S E)ᴴ * S E = 1 := Matrix.mem_unitaryGroup_iff'.mp hS
  have ha : (S E).adjugate = (S E).det • (S E)ᴴ := by
    calc (S E).adjugate = ((S E)ᴴ * S E) * (S E).adjugate := by rw [hu, Matrix.one_mul]
      _ = (S E).det • (S E)ᴴ := by
        rw [Matrix.mul_assoc, Matrix.mul_adjugate, Matrix.mul_smul, Matrix.mul_one]
  refine (hasDerivAt_det h).congr_deriv ?_
  simp only [ha, delayMatrix, Matrix.smul_mul, Matrix.trace_smul, smul_eq_mul]
  linear_combination (((S E)ᴴ * D).trace * (S E).det) * Complex.I_sq

/-- The delay matrix `Q` of a differentiable unitary family is Hermitian, and its trace equals
both `-i (det S)' / det S` and the sum of its real eigenvalues, the proper delay times. -/
theorem trace_delayMatrix {S : ℝ → Matrix n n ℂ} {D : Matrix n n ℂ} {E : ℝ}
    (hS : ∀ x, S x ∈ Matrix.unitaryGroup n ℂ) (h : HasEntryDeriv S D E) :
    ∃ hQ : (delayMatrix (S E) D).IsHermitian,
      (delayMatrix (S E) D).trace = -I * deriv (fun x => (S x).det) E / (S E).det ∧
      (delayMatrix (S E) D).trace = ∑ i, ((hQ.eigenvalues i : ℝ) : ℂ) := by
  refine ⟨delayMatrix_isHermitian hS h, ?_, Matrix.IsHermitian.trace_eq_sum_eigenvalues _⟩
  have hd : (S E).det ≠ 0 :=
    Matrix.det_ne_zero_of_left_inverse (Matrix.mem_unitaryGroup_iff'.mp (hS E))
  rw [(hasDerivAt_det_of_unitary (hS E) h).deriv, eq_div_iff hd]
  linear_combination ((delayMatrix (S E) D).trace * (S E).det) * Complex.I_sq

end

end ScatteringDelay
```

Messages:

```
Main.lean:92:88: error: don't know how to synthesize placeholder for argument `hA`
context:
n : Type u_1
inst✝¹ : Fintype n
inst✝ : DecidableEq n
S : ℝ → Matrix n n ℂ
D : Matrix n n ℂ
E : ℝ
hS : ∀ (x : ℝ), S x ∈ unitaryGroup n ℂ
h : HasEntryDeriv S D E
⊢ (delayMatrix (S E) D).IsHermitian
Main.lean:91:73: error: unsolved goals
n : Type u_1
inst✝¹ : Fintype n
inst✝ : DecidableEq n
S : ℝ → Matrix n n ℂ
D : Matrix n n ℂ
E : ℝ
hS : ∀ (x : ℝ), S x ∈ unitaryGroup n ℂ
h : HasEntryDeriv S D E
⊢ ∃ (hQ : (delayMatrix (S E) D).IsHermitian),
    (delayMatrix (S E) D).trace = -I * deriv (fun x => (S x).det) E / (S E).det ∧
      (delayMatrix (S E) D).trace = ∑ i, ↑(hQ.eigenvalues i)
```

Cause. The first error concerns the underscore in `Matrix.IsHermitian.trace_eq_sum_eigenvalues _`. It stands for the argument `hA`, a proof that the matrix is Hermitian, which Lean was left to find by matching the theorem against the goal. The match settled which matrix was meant, as the message shows by asking for `(delayMatrix (S E) D).IsHermitian`, but it left the proof itself open. This can happen because Lean counts any two proofs of one proposition as equal by definition, so the two sides can agree without the placeholder being filled.

The second error follows from the first. Since the `refine` failed, the whole existential statement was left unproved.

The repair supplies the missing proof, `delayMatrix_isHermitian hS h`, and applies `trace_eq_sum_eigenvalues` to it by dot notation, so that nothing is left to infer. It is the same proof that already fills the first place of the `refine`, so the eigenvalues are the ones the goal names. The new line break is mere layout.

The change, after which it compiles:

```diff
@@ -90,5 +90,6 @@
       (delayMatrix (S E) D).trace = -I * deriv (fun x => (S x).det) E / (S E).det ∧
       (delayMatrix (S E) D).trace = ∑ i, ((hQ.eigenvalues i : ℝ) : ℂ) := by
-  refine ⟨delayMatrix_isHermitian hS h, ?_, Matrix.IsHermitian.trace_eq_sum_eigenvalues _⟩
+  refine ⟨delayMatrix_isHermitian hS h, ?_,
+    (delayMatrix_isHermitian hS h).trace_eq_sum_eigenvalues⟩
   have hd : (S E).det ≠ 0 :=
     Matrix.det_ne_zero_of_left_inverse (Matrix.mem_unitaryGroup_iff'.mp (hS E))
```
